# The Weyl element \(\exp(e)\exp(-f)\exp(e)\) reverses the weight of a nilpotent sl(2) triple

A statement about \(\exp(e)\exp(-f)\exp(e)\) needs a meaning for the exponential of an operator, and the meaning adopted here is the finite one. The raising operator \(e\) and the lowering operator \(f\) are assumed nilpotent: some power of each vanishes, so that \(\exp(x)=\sum_i x^i/i!\) stops after finitely many terms and no norm or limit is involved. Physically the assumption says that the ladder has finite length, so a fixed number of raisings, or of lowerings, annihilates every state. The operators live in an associative ring \(A\) with unit in which elements can be multiplied by rational numbers, which is what the factors \(1/i!\) require. The real or complex \(n\times n\) matrices form such a ring for every \(n\). No inner product or adjoint is present, so \(f=e^\dagger\) is not assumed and unitarity is not among the conclusions.

In Lean 4 with Mathlib:

```lean
import Mathlib

open Finset
open IsNilpotent (exp)

namespace WeylReflection

variable {A : Type*} [Ring A] [Algebra ℚ A]
```

## Ladder relations and finite exponentials

With \([x,y]=xy-yx\) and a weight operator \(h\), the relations are
\[ [e,f]=h,\qquad [h,e]=2e,\qquad [h,f]=-2f . \]
For an angular momentum \(J\) in units of \(\hbar\) they hold with \(e=J_+\), \(f=J_-\) and \(h=2J_z\), so an eigenvalue of \(h\) is twice the magnetic quantum number. The structure `IsSl2 e h f` records the three equations, with its arguments in the order raising, weight, lowering.

```lean
/-- The commutation relations `[e,f] = h`, `[h,e] = 2e`, `[h,f] = -2f` of a raising operator `e`,
a weight operator `h` and a lowering operator `f`. -/
structure IsSl2 (e h f : A) : Prop where
  ef : e * f - f * e = h
  he : h * e - e * h = (2 : ℚ) • e
  hf : h * f - f * h = -((2 : ℚ) • f)
```

For \(x\in A\) and a natural number \(N\), let \(E_N(x)=\sum_{i=0}^{N-1}x^i/i!\) be the series cut after \(N\) terms, so that \(E_0=0\), \(E_1=1\) and \(E_2=1+x\). This is `expSum x N`.

```lean
/-- The exponential series of `x` truncated after `N` terms. -/
def expSum (x : A) (N : ℕ) : A := ∑ i ∈ range N, (i.factorial : ℚ)⁻¹ • x ^ i
```

The Weyl element and the product that turns out to be its inverse are
\[ s=\exp(e)\exp(-f)\exp(e),\qquad t=\exp(-e)\exp(f)\exp(-e). \]
Here `exp` is Mathlib's `IsNilpotent.exp`, the sum of \(x^i/i!\) over all \(i\) below the least power at which \(x\) vanishes. The definitions `weyl` and `weylInv` accept arbitrary \(e\) and \(f\), but for an element that is not nilpotent this sum is empty and `exp` returns zero, so every general theorem below that involves `exp` carries nilpotency as a hypothesis, and the explicit spin-1/2 example proves it for its matrices.

```lean
/-- The Weyl element `s = exp(e) exp(-f) exp(e)`. -/
noncomputable def weyl (e f : A) : A := exp e * exp (-f) * exp e

/-- The product `exp(-e) exp(f) exp(-e)`. -/
noncomputable def weylInv (e f : A) : A := exp (-e) * exp f * exp (-e)
```

## Moving an operator through an exponential

Take \(x,b,c,d\in A\) with \([x,b]=c\), \([x,c]=d\) and \([x,d]=0\), a chain of nested commutators that ends after two steps. For every natural number \(n\),
\[ x^{n+2}\,b=b\,x^{n+2}+(n+2)\,c\,x^{n+1}+\tfrac{(n+2)(n+1)}{2}\,d\,x^{n}. \]
At \(n=0\) one has \(x^2b=x(bx+c)=(bx+c)x+(cx+d)=bx^2+2cx+d\). For the step to \(n+1\), multiply on the left by \(x\) and use \(xb=bx+c\), \(xc=cx+d\), \(xd=dx\):
\[ x^{n+3}b=b\,x^{n+3}+\bigl[1+(n+2)\bigr]c\,x^{n+2}+\Bigl[(n+2)+\tfrac{(n+2)(n+1)}{2}\Bigr]d\,x^{n+1}. \]
The brackets equal \(n+3\) and \((n+3)(n+2)/2\), as required. In the proof `hb'`, `hc'` and `hd'` are the three commutation rules with an arbitrary factor on the right, and `module` compares the rational coefficients of the resulting products.

```lean
/-- If `[x,b] = c`, `[x,c] = d` and `[x,d] = 0`, moving `b` through `x^(n+2)` gives three terms. -/
theorem pow_mul_of_ad {x b c d : A} (hb : x * b = b * x + c) (hc : x * c = c * x + d)
    (hd : x * d = d * x) (n : ℕ) :
    x ^ (n + 2) * b = b * x ^ (n + 2) + ((n : ℚ) + 2) • (c * x ^ (n + 1))
      + (((n : ℚ) + 2) * ((n : ℚ) + 1) / 2) • (d * x ^ n) := by
  have hb' : ∀ y, x * (b * y) = b * (x * y) + c * y := fun y => by
    rw [← mul_assoc, hb, add_mul, mul_assoc]
  have hc' : ∀ y, x * (c * y) = c * (x * y) + d * y := fun y => by
    rw [← mul_assoc, hc, add_mul, mul_assoc]
  have hd' : ∀ y, x * (d * y) = d * (x * y) := fun y => by
    rw [← mul_assoc, hd, mul_assoc]
  induction n with
  | zero =>
    simp only [zero_add, pow_two, pow_one, pow_zero, mul_one]
    rw [mul_assoc x, hb, mul_add x, hb', hc]
    push_cast
    module
  | succ n ih =>
    simp only [pow_succ', mul_assoc] at ih ⊢
    rw [ih]
    simp only [mul_add, mul_smul_comm, hb', hc', hd', smul_add]
    push_cast
    module
```

Dividing by \((n+2)!\) turns the coefficients into \(1/(n+2)!\), \(1/(n+1)!\) and \(1/(2\,n!)\), which are terms of three exponential series cut at different orders:
\[ E_{N+2}(x)\,b=b\,E_{N+2}(x)+c\,E_{N+1}(x)+\tfrac12\,d\,E_N(x). \]
At \(N=0\) this reads \((1+x)b=b(1+x)+c\). Going from \(N\) to \(N+1\) adds \(x^{N+2}b/(N+2)!\) on the left, and on the right it adds \(b\,x^{N+2}/(N+2)!\), \(c\,x^{N+1}/(N+1)!\) and \(d\,x^N/(2\,N!)\), which is the previous identity divided by \((N+2)!\). The equations `h1`, `h2` and `h3` split off these last terms, and `match_scalars` followed by `field_simp` cancels the factorials. Nilpotency has not been used so far.

```lean
/-- Under the same relations, moving `b` through a truncated exponential series gives `b`, `c`
and `d/2` times series truncated at successively lower orders. -/
theorem expSum_mul_of_ad {x b c d : A} (hb : x * b = b * x + c) (hc : x * c = c * x + d)
    (hd : x * d = d * x) (N : ℕ) :
    expSum x (N + 2) * b = b * expSum x (N + 2) + c * expSum x (N + 1)
      + (1 / 2 : ℚ) • (d * expSum x N) := by
  induction N with
  | zero => simp [expSum, sum_range_succ, add_mul, mul_add, hb, add_assoc]
  | succ N ih =>
    have h1 : expSum x (N + 1 + 2)
        = expSum x (N + 2) + ((N + 2).factorial : ℚ)⁻¹ • x ^ (N + 2) := sum_range_succ _ (N + 2)
    have h2 : c * expSum x (N + 1 + 1)
        = c * (expSum x (N + 1) + ((N + 1).factorial : ℚ)⁻¹ • x ^ (N + 1)) :=
      congrArg (c * ·) (sum_range_succ _ (N + 1))
    have h3 : d * expSum x (N + 1) = d * (expSum x N + (N.factorial : ℚ)⁻¹ • x ^ N) :=
      congrArg (d * ·) (sum_range_succ _ N)
    have hN : (N.factorial : ℚ) ≠ 0 := by positivity
    rw [h3, h2, h1]
    simp only [add_mul, mul_add, smul_mul_assoc, mul_smul_comm]
    rw [ih, pow_mul_of_ad hb hc hd N]
    -- the binomial coefficients cancel against the factorials
    simp only [Nat.factorial_succ]
    push_cast
    match_scalars <;> (first | (field_simp; ring) | field_simp)
```

If \(x^N=0\), then \(x^{N+1}=x^{N+2}=0\) as well, and all three truncated series equal \(\exp(x)\). These are `e0`, `e1` and `e2`, and substituting them gives
\[ \exp(x)\,b=\bigl(b+c+\tfrac12 d\bigr)\exp(x). \]
This is the expansion of \(\exp(x)\,b\,\exp(-x)\) in nested commutators, for a chain that ends at second order, written without the inverse factor.

```lean
/-- For nilpotent `x` with `[x,b] = c`, `[x,c] = d`, `[x,d] = 0`:
`exp(x) b = (b + c + d/2) exp(x)`. -/
theorem exp_mul_of_ad {x b c d : A} (hx : IsNilpotent x) (hb : x * b = b * x + c)
    (hc : x * c = c * x + d) (hd : x * d = d * x) :
    exp x * b = (b + c + (1 / 2 : ℚ) • d) * exp x := by
  obtain ⟨N, hN⟩ := hx
  have e0 : exp x = expSum x N := IsNilpotent.exp_eq_sum hN
  have e1 : exp x = expSum x (N + 1) :=
    IsNilpotent.exp_eq_sum (show x ^ (N + 1) = 0 by rw [pow_add, hN, zero_mul])
  have e2 : exp x = expSum x (N + 2) :=
    IsNilpotent.exp_eq_sum (show x ^ (N + 2) = 0 by rw [pow_add, hN, zero_mul])
  have key := expSum_mul_of_ad hb hc hd N
  rw [← e2, ← e1, ← e0] at key
  rw [key]
  simp only [add_mul, smul_mul_assoc]
```

## The raising exponential acting on the triple

Set \(x=e\), and write \(b\mapsto b'\) when \(\exp(x)\,b=b'\exp(x)\). For \(b=e\) both commutators vanish. For \(b=h\) one has \(c=[e,h]=-2e\) and \(d=0\). For \(b=f\) one has \(c=[e,f]=h\), \(d=[e,h]=-2e\) and \([e,d]=0\), so \(b+c+d/2=f+h-e\). Hence
\[ e\mapsto e,\qquad h\mapsto h-2e,\qquad f\mapsto f+h-e . \]
Each of the three goals below is one application of `exp_mul_of_ad` with these values of \(c\) and \(d\).

```lean
/-- Passing through `exp(e)` sends `e` to `e`, `h` to `h - 2e` and `f` to `f + h - e`. -/
theorem exp_raising {e h f : A} (H : IsSl2 e h f) (he : IsNilpotent e) :
    exp e * e = e * exp e ∧ exp e * h = (h - (2 : ℚ) • e) * exp e ∧
      exp e * f = (f + h - e) * exp e := by
  have h1 : e * f = f * e + h := by rw [← H.ef]; abel
  have h2 : e * h = h * e + -((2 : ℚ) • e) := by rw [← H.he]; abel
  have h3 : e * -((2 : ℚ) • e) = -((2 : ℚ) • e) * e := by
    rw [mul_neg, neg_mul, mul_smul_comm, smul_mul_assoc]
  refine ⟨?_, ?_, ?_⟩
  · have := exp_mul_of_ad he (b := e) (c := 0) (d := 0) (by simp) (by simp) (by simp)
    simpa using this
  · rw [exp_mul_of_ad he (d := 0) h2 (by rw [add_zero, h3]) (by simp)]
    congr 1
    module
  · rw [exp_mul_of_ad he h1 h2 h3]
    congr 1
    module
```

## The inverse of the Weyl element

For nilpotent \(x\), Mathlib provides \(\exp(x)\exp(-x)=\exp(-x)\exp(x)=1\). In the product \(st\) the factors cancel from the middle outwards,
\[ st=\exp(e)\,\Bigl[\exp(-f)\,\bigl[\exp(e)\exp(-e)\bigr]\exp(f)\Bigr]\exp(-e)=1, \]
and \(ts=1\) follows in the same way with all signs reversed. The first line of each `calc` block sets this bracketing. The commutation relations play no part, and from here on \(t\) is written \(s^{-1}\).

```lean
/-- For nilpotent `e` and `f`, `exp(-e) exp(f) exp(-e)` is a two-sided inverse of `s`. -/
theorem weyl_inverse {e f : A} (he : IsNilpotent e) (hf : IsNilpotent f) :
    weyl e f * weylInv e f = 1 ∧ weylInv e f * weyl e f = 1 := by
  have a := IsNilpotent.exp_mul_exp_neg_self he
  have a' := IsNilpotent.exp_neg_mul_exp_self he
  have b := IsNilpotent.exp_mul_exp_neg_self hf
  have b' := IsNilpotent.exp_neg_mul_exp_self hf
  constructor
  · calc weyl e f * weylInv e f
        = exp e * (exp (-f) * (exp e * exp (-e)) * exp f) * exp (-e) := by
          simp only [weyl, weylInv, mul_assoc]
      _ = 1 := by rw [a, mul_one, b', mul_one, a]
  · calc weylInv e f * weyl e f
        = exp (-e) * (exp f * (exp (-e) * exp e) * exp (-f)) * exp e := by
          simp only [weyl, weylInv, mul_assoc]
      _ = 1 := by rw [a', mul_one, b, mul_one, a']
```

## Composing the three factors

The rules for \(\exp(-f)\) come from a symmetry of the relations. The triple with raising operator \(-f\), weight operator \(-h\) and lowering operator \(-e\) satisfies \([-f,-e]=-h\), \([-h,-f]=-2f=2(-f)\) and \([-h,-e]=2e=-2(-e)\). The rules for the raising exponential then give \(-f\mapsto -f\), \(-h\mapsto -h+2f\) and \(-e\mapsto -e-h+f\), so that for \(x=-f\)
\[ f\mapsto f,\qquad h\mapsto h-2f,\qquad e\mapsto e+h-f . \]
An operator standing to the right of \(s\) passes \(\exp(e)\), then \(\exp(-f)\), then \(\exp(e)\), and each passage is linear:
\[ \begin{aligned} h&\mapsto h-2e\mapsto (h-2f)-2(e+h-f)=-h-2e\mapsto -(h-2e)-2e=-h,\\ e&\mapsto e\mapsto e+h-f\mapsto e+(h-2e)-(f+h-e)=-f,\\ f&\mapsto f+h-e\mapsto f+(h-2f)-(e+h-f)=-e\mapsto -e . \end{aligned} \]
Therefore \(sh=-hs\), \(se=-fs\) and \(sf=-es\). In the proof `H'` is the reflected triple, `Ff`, `Fh` and `Fe` are the rules for \(\exp(-f)\), and `pr` extends each rule by a factor on the right so that it applies inside a triple product. The `simp only` call performs the three passages and `module` collects the terms.

```lean
/-- The Weyl element obeys `s h = -h s`, `s e = -f s` and `s f = -e s`. -/
theorem weyl_intertwines {e h f : A} (H : IsSl2 e h f) (he : IsNilpotent e)
    (hf : IsNilpotent f) :
    weyl e f * h = -h * weyl e f ∧ weyl e f * e = -f * weyl e f ∧
      weyl e f * f = -e * weyl e f := by
  -- `(-f, -h, -e)` obeys the same relations, which gives the rules for `exp(-f)`
  have H' : IsSl2 (-f) (-h) (-e) :=
    ⟨by rw [← H.ef]; noncomm_ring, by rw [smul_neg, ← H.hf]; noncomm_ring,
      by rw [smul_neg, neg_neg, ← H.he]; noncomm_ring⟩
  obtain ⟨Ee, Eh, Ef⟩ := exp_raising H he
  obtain ⟨Gf, Gh, Ge⟩ := exp_raising H' hf.neg
  have Ff : exp (-f) * f = f * exp (-f) := by simpa using Gf
  have Fh : exp (-f) * h = (h - (2 : ℚ) • f) * exp (-f) := by
    rw [← neg_inj, ← mul_neg, Gh, ← neg_mul]; congr 1; module
  have Fe : exp (-f) * e = (e + h - f) * exp (-f) := by
    rw [← neg_inj, ← mul_neg, Ge, ← neg_mul]; congr 1; module
  have pr : ∀ {a b c : A}, a * b = c * a → ∀ y, a * (b * y) = c * (a * y) := fun K y => by
    rw [← mul_assoc, K, mul_assoc]
  -- move each generator through the three factors in turn
  refine ⟨?_, ?_, ?_⟩ <;>
    simp only [weyl, mul_assoc, Ee, Eh, Ef, pr Ee, pr Eh, pr Ef, pr Ff, pr Fh, pr Fe, add_mul,
      sub_mul, mul_add, mul_sub, neg_mul, smul_mul_assoc, mul_smul_comm] <;>
    module
```

## The reflection

Multiplying the three relations on the right by \(s^{-1}\) and using \(ss^{-1}=1\) gives
\[ s\,h\,s^{-1}=-h,\qquad s\,e\,s^{-1}=-f,\qquad s\,f\,s^{-1}=-e . \]
In words, `weyl_reflection` says that in any ring with rational scalars, for any \(e,h,f\) obeying the ladder relations with \(e\) and \(f\) nilpotent, `weylInv e f` is a left and right inverse of `weyl e f`, and conjugation by `weyl e f` changes the sign of \(h\) and exchanges \(e\) and \(f\) up to a sign. Nilpotency enters as the hypotheses `he` and `hf` and is not derived from the relations. Ladders of unbounded length, such as those built from bosonic operators on an untruncated Fock space, fail these hypotheses. The theorem concerns one triple and its one reflection \(h\to-h\); roots and Weyl groups of larger Lie algebras do not appear in it.

```lean
/-- Weyl reflection: `s = exp(e) exp(-f) exp(e)` is invertible, and `s h s⁻¹ = -h`,
`s e s⁻¹ = -f`, `s f s⁻¹ = -e`. -/
theorem weyl_reflection {e h f : A} (H : IsSl2 e h f) (he : IsNilpotent e)
    (hf : IsNilpotent f) :
    (weyl e f * weylInv e f = 1 ∧ weylInv e f * weyl e f = 1) ∧
      weyl e f * h * weylInv e f = -h ∧ weyl e f * e * weylInv e f = -f ∧
      weyl e f * f * weylInv e f = -e := by
  obtain ⟨jh, je, jf⟩ := weyl_intertwines H he hf
  have inv := weyl_inverse he hf
  refine ⟨inv, ?_, ?_, ?_⟩
  · rw [jh, mul_assoc, inv.1, mul_one]
  · rw [je, mul_assoc, inv.1, mul_one]
  · rw [jf, mul_assoc, inv.1, mul_one]
```

## The square of the Weyl element

Two applications undo the signs. If \(sa=-bs\) and \(sb=-as\) for elements \(a,b\), then \(s^2a=s(-bs)=-(sb)s=a\,s^2\). The auxiliary statement `twice` is this chain, and it is used with \((a,b)=(h,h)\), \((e,f)\) and \((f,e)\). The conclusion is that \(s^2\) commutes with all three generators; the theorem does not compute its value, which depends on the triple (it is \(1\) for spin 0 and \(-1\) for spin 1/2 in the examples below).

```lean
/-- The square of the Weyl element commutes with `h`, `e` and `f`. -/
theorem weyl_sq_commutes {e h f : A} (H : IsSl2 e h f) (he : IsNilpotent e)
    (hf : IsNilpotent f) :
    Commute (weyl e f * weyl e f) h ∧ Commute (weyl e f * weyl e f) e ∧
      Commute (weyl e f * weyl e f) f := by
  obtain ⟨jh, je, jf⟩ := weyl_intertwines H he hf
  have twice : ∀ {s a b : A}, s * a = -b * s → s * b = -a * s → Commute (s * s) a := by
    intro s a b h1 h2
    calc s * s * a = s * (s * a) := mul_assoc _ _ _
      _ = -(s * b) * s := by rw [h1]; noncomm_ring
      _ = a * (s * s) := by rw [h2]; noncomm_ring
  exact ⟨twice jh jh, twice je jf, twice jf je⟩
```

## Weights \(m\) and \(-m\)

Let \(M\) be a space of states: a rational vector space on which \(A\) acts, where `IsScalarTower ℚ A M` states \((qa)v=q(av)\) for rational \(q\), \(a\in A\) and \(v\in M\). The dimension of \(M\) is unrestricted. Suppose \(v\neq0\) and \(hv=mv\) with \(m\) rational. From \(sh=-hs\) one gets \(hs=-sh\), so
\[ h\,(sv)=-s\,(hv)=-m\,(sv). \]
If \(sv\) were zero, then \(v=s^{-1}sv=0\), so \(sv\neq0\) and \(-m\) is an eigenvalue of \(h\) whenever \(m\) is. The theorem makes no statement about the norm of \(sv\), and it does not show that \(m\) is an integer.

```lean
/-- In any representation, `s` maps a nonzero state with `h`-eigenvalue `m` to a nonzero state
with `h`-eigenvalue `-m`. -/
theorem weyl_flips_weight {M : Type*} [AddCommGroup M] [Module ℚ M] [Module A M]
    [IsScalarTower ℚ A M] {e h f : A} (H : IsSl2 e h f) (he : IsNilpotent e)
    (hf : IsNilpotent f) {v : M} {m : ℚ} (hv0 : v ≠ 0) (hv : h • v = m • v) :
    weyl e f • v ≠ 0 ∧ h • (weyl e f • v) = (-m) • (weyl e f • v) := by
  have hs : h * weyl e f = -(weyl e f * h) := by
    rw [(weyl_intertwines H he hf).1, neg_mul, neg_neg]
  refine ⟨fun h0 => hv0 ?_, ?_⟩
  · calc v = (weylInv e f * weyl e f) • v := by rw [(weyl_inverse he hf).2, one_smul]
      _ = 0 := by rw [mul_smul, h0, smul_zero]
  · calc h • (weyl e f • v) = -(weyl e f • (h • v)) := by
          rw [← mul_smul h, hs, neg_smul, mul_smul]
      _ = (-m) • (weyl e f • v) := by rw [hv, smul_comm (weyl e f) m v, neg_smul]
```

For electrons in a finite basis of \(K\) orthonormal spatial orbitals, the same for both spins, the raising operator of the total spin, \(S_+=\sum_p a^\dagger_{p\alpha}a_{p\beta}\), where \(a^\dagger_{p\alpha}\) creates a spin-up electron and \(a_{p\beta}\) removes a spin-down electron in orbital \(p\), is a sum of \(K\) commuting terms that each square to zero. Hence \(S_+^{K+1}=0\), and likewise for \(S_-=S_+^\dagger\). The ladder relations hold with \(e=S_+\), \(f=S_-\) and \(h=2S_z\), so the weight is \(2M_S\). In that finite basis a spin-free Hamiltonian commutes with \(S_\pm\) and therefore with \(s\), which carries an eigenstate of spin projection \(M_S\) to one of projection \(-M_S\) at the same energy. This Fock-space reading, like the remarks on spin 0 and on rotations below, is physical context that none of the theorems addresses.

## Spin 0 and spin 1/2

The smallest triple is \(e=h=f=0\), spin 0, where every exponential is \(1\), \(s=1\), and the reflection reads \(0=-0\). The smallest nonzero example is spin 1/2. With index 0 for the state \(|\!\uparrow\rangle\) and index 1 for \(|\!\downarrow\rangle\), the raising matrix has its single entry 1 in row 0, column 1, and the lowering matrix is its transpose.

```lean
/-- Spin-1/2 raising matrix. -/
def up : Matrix (Fin 2) (Fin 2) ℚ := !![0, 1; 0, 0]

/-- Spin-1/2 lowering matrix. -/
def dn : Matrix (Fin 2) (Fin 2) ℚ := !![0, 0; 1, 0]
```

Both matrices square to zero and their commutator is \(h=\mathrm{diag}(1,-1)\). The exponentials stop at first order, \(\exp(e)=1+e\) and \(\exp(-f)=1-f\), and
\[ s=\begin{pmatrix}1&1\\0&1\end{pmatrix}\begin{pmatrix}1&0\\-1&1\end{pmatrix}\begin{pmatrix}1&1\\0&1\end{pmatrix}=\begin{pmatrix}0&1\\-1&1\end{pmatrix}\begin{pmatrix}1&1\\0&1\end{pmatrix}=\begin{pmatrix}0&1\\-1&0\end{pmatrix}. \]
The theorem `weyl_witness` states the three relations, the nilpotency of `up` and `dn`, and this value of \(s\). In its proof `u2` and `d2` are the vanishing squares, `h1` and `h2` are the two exponentials, and every matrix equation is verified entry by entry.

```lean
/-- The spin-1/2 ladder matrices with `h = diag(1, -1)` meet the hypotheses, and their Weyl
element is the matrix `[[0, 1], [-1, 0]]`. -/
theorem weyl_witness : IsSl2 up !![1, 0; 0, -1] dn ∧ IsNilpotent up ∧ IsNilpotent dn ∧
    weyl up dn = !![0, 1; -1, 0] := by
  have u2 : up ^ 2 = 0 := by
    ext i j; fin_cases i <;> fin_cases j <;>
      simp [pow_two, up, Matrix.mul_apply, Fin.sum_univ_succ]
  have d2 : dn ^ 2 = 0 := by
    ext i j; fin_cases i <;> fin_cases j <;>
      simp [pow_two, dn, Matrix.mul_apply, Fin.sum_univ_succ]
  have h1 : exp up = !![1, 1; 0, 1] := by
    rw [IsNilpotent.exp_eq_sum u2]
    ext i j; fin_cases i <;> fin_cases j <;> simp [sum_range_succ, up]
  have h2 : exp (-dn) = !![1, 0; -1, 1] := by
    rw [IsNilpotent.exp_eq_sum (show (-dn) ^ 2 = 0 by rw [neg_sq, d2])]
    ext i j; fin_cases i <;> fin_cases j <;> simp [sum_range_succ, dn]
  refine ⟨⟨?_, ?_, ?_⟩, ⟨2, u2⟩, ⟨2, d2⟩, ?_⟩
  rotate_right
  · show exp up * exp (-dn) * exp up = _
    rw [h1, h2]
    ext i j; fin_cases i <;> fin_cases j <;> simp [Matrix.mul_apply, Fin.sum_univ_succ]
  all_goals
    ext i j
    fin_cases i <;> fin_cases j <;>
      simp [up, dn] <;> norm_num

end WeylReflection
```

The columns of this matrix give \(s|\!\uparrow\rangle=-|\!\downarrow\rangle\) and \(s|\!\downarrow\rangle=|\!\uparrow\rangle\), so \(s^2=-1\). Viewed over the complex numbers it is \(i\sigma_y=\exp(i\pi\sigma_y/2)\), with \(\sigma_y\) the Pauli matrix, a spin rotation by half a turn about the \(y\) axis, and \(s^2=-1\) is the sign that a spin 1/2 acquires in a full turn.

```lean
#print axioms WeylReflection.weyl_reflection
#print axioms WeylReflection.weyl_sq_commutes
#print axioms WeylReflection.weyl_flips_weight
```

```
'WeylReflection.weyl_reflection' depends on axioms: [propext, Classical.choice, Quot.sound]
'WeylReflection.weyl_sq_commutes' depends on axioms: [propext, Classical.choice, Quot.sound]
'WeylReflection.weyl_flips_weight' depends on axioms: [propext, Classical.choice, Quot.sound]
```
